# Symmetrizing the piecewise $-f_i f_j''$ matrix of $1-|x|$ and $1-x^2$ gives a negative eigenvalue

On $[-1,1]$ let $f_0=1-|x|$ and $f_1=1-x^2$. Integrating $-f_if_j''$ over the two halves, without the kink at $0$, gives the matrix $N$ below. Integrating $f_i'f_j'$ gives $K$:

$$N=\begin{pmatrix}0&2\\0&8/3\end{pmatrix},\qquad K=\begin{pmatrix}2&2\\2&8/3\end{pmatrix}.$$

$N$ is not symmetric, and its symmetric part has the eigenvalue $-1/3$, whereas $K$ is positive definite. The two differ by a kink term. For continuous $u,v$ that vanish at $\pm1$ and are twice continuously differentiable on each half,

$$K(u,v)=N(u,v)+u(0)\,\kappa(v),\qquad \kappa(v)=v'(0^-)-v'(0^+).$$

## The surface term in an APW+lo kinetic matrix

APW+lo basis functions are continuous at the muffin-tin sphere, but their slopes may jump there. Applying the Laplacian region by region omits the surface term that such a jump produces; adding that term, or using the gradient form instead, accounts for it. Averaging the matrix with its transpose satisfies a symmetric eigensolver but can leave negative kinetic energies, as this one-dimensional, two-function model shows.

## From integration by parts to the eigenvalue

On one smooth region, $(uv')'=u'v'+uv''$, so

$$\int_a^b u'v'\,dx=-\int_a^b uv''\,dx+u(b)v'(b)-u(a)v'(a).$$

Since $u(\pm1)=0$, the left half contributes the boundary term $u(0)v'(0^-)$ and the right half $-u(0)v'(0^+)$. Their sum is $u(0)\kappa(v)$. Because $K(u,v)=K(v,u)$,

$$N(u,v)-N(v,u)=v(0)\kappa(u)-u(0)\kappa(v).$$

For the two functions, $f_0''=0$ on each half, so column $0$ of $N$ vanishes. With $f_1''=-2$,

$$N_{01}=2\int_{-1}^1(1-|x|)\,dx=2,\qquad N_{11}=2\int_{-1}^1(1-x^2)\,dx=\tfrac83.$$

Both functions equal $1$ at $0$, with $\kappa(f_0)=2$ and $\kappa(f_1)=0$. Adding $2$ to column $0$ of $N$ gives $K$. Then

$$\frac{N+N^T}{2}\begin{pmatrix}3\\-1\end{pmatrix}=\begin{pmatrix}0&1\\1&8/3\end{pmatrix}\begin{pmatrix}3\\-1\end{pmatrix}=-\frac13\begin{pmatrix}3\\-1\end{pmatrix},$$

while for $c\ne0$

$$c^TKc=2(c_0+c_1)^2+\tfrac23c_1^2>0.$$

For the normalised coefficient vector $(3,-1)/\sqrt{10}$, the naive form gives $-1/3$ and the gradient form $13/15$.

The failure is more general. If $u$ is linear on each half, then $N(w,u)=0$ for every $w$, and

$$N(tu+v,tu+v)=t\,N(u,v)+N(v,v).$$

If $N(u,v)\ne0$, the choice $t=-(N(v,v)+1)/N(u,v)$ makes this $-1$. Symmetrization does not change a quadratic form, so it cannot help.

In Lean 4 with Mathlib:

```lean
import Mathlib

open Matrix

noncomputable section

namespace APWloKink

/-- A smooth branch of a basis function, with its first and second derivatives. -/
structure Branch where
  val : ℝ → ℝ
  d1 : ℝ → ℝ
  d2 : ℝ → ℝ
  hasDeriv : ∀ x, HasDerivAt val (d1 x) x
  hasDeriv2 : ∀ x, HasDerivAt d1 (d2 x) x
  cont : Continuous d2

/-- The integral of `-u v''` over one smooth region. -/
def Branch.naive (a b : ℝ) (u v : Branch) : ℝ := ∫ x in a..b, -(u.val x * v.d2 x)

/-- The integral of `u' v'` over one smooth region. -/
def Branch.kinetic (a b : ℝ) (u v : Branch) : ℝ := ∫ x in a..b, u.d1 x * v.d1 x

/-- A continuous function on `[-1,1]` that vanishes at both ends and may have a kink at `0`. -/
structure BasisFn where
  left : Branch
  right : Branch
  matched : left.val 0 = right.val 0
  zero_left : left.val (-1) = 0
  zero_right : right.val 1 = 0

namespace BasisFn

/-- The value of the basis function, read from the branch on which the point lies. -/
def toFun (u : BasisFn) (x : ℝ) : ℝ := if x ≤ 0 then u.left.val x else u.right.val x

/-- The piecewise integral of `-u v''`, with the kink omitted. -/
def naive (u v : BasisFn) : ℝ :=
  Branch.naive (-1) 0 u.left v.left + Branch.naive 0 1 u.right v.right

/-- The kinetic form, the integral of `u' v'` over `[-1,1]`. -/
def kinetic (u v : BasisFn) : ℝ :=
  Branch.kinetic (-1) 0 u.left v.left + Branch.kinetic 0 1 u.right v.right

/-- The slope just left of `0` minus the slope just right of `0`. -/
def kink (v : BasisFn) : ℝ := v.left.d1 0 - v.right.d1 0

end BasisFn

open BasisFn

/-- Integration by parts on one smooth region: the two kinetic expressions differ by
boundary terms. -/
theorem branch_green (a b : ℝ) (u v : Branch) :
    Branch.kinetic a b u v =
      Branch.naive a b u v + (u.val b * v.d1 b - u.val a * v.d1 a) := by
  have cu : Continuous u.val :=
    continuous_iff_continuousAt.2 fun x => (u.hasDeriv x).continuousAt
  have cu1 : Continuous u.d1 :=
    continuous_iff_continuousAt.2 fun x => (u.hasDeriv2 x).continuousAt
  have cv1 : Continuous v.d1 :=
    continuous_iff_continuousAt.2 fun x => (v.hasDeriv2 x).continuousAt
  have i1 := (cu1.mul cv1).intervalIntegrable (μ := MeasureTheory.volume) a b
  have i2 := (cu.mul v.cont).intervalIntegrable (μ := MeasureTheory.volume) a b
  -- integrate the derivative of `u v'`
  have h := intervalIntegral.integral_eq_sub_of_hasDerivAt
    (fun x _ => (u.hasDeriv x).fun_mul (v.hasDeriv2 x)) (i1.add i2)
  have hs : (∫ x in a..b, (u.d1 x * v.d1 x + u.val x * v.d2 x)) =
      (∫ x in a..b, u.d1 x * v.d1 x) + ∫ x in a..b, u.val x * v.d2 x :=
    intervalIntegral.integral_add i1 i2
  unfold Branch.kinetic Branch.naive
  rw [intervalIntegral.integral_neg]
  linarith

/-- The kinetic form is the naive form plus the value of `u` at `0` times `kink v`, the left slope
of `v` at `0` minus the right slope. -/
theorem kinetic_eq_naive_add_kink (u v : BasisFn) :
    kinetic u v = naive u v + u.left.val 0 * kink v := by
  unfold kinetic naive kink
  rw [branch_green, branch_green, u.zero_left, u.zero_right, ← u.matched]
  ring

/-- The asymmetry of the naive form consists of kink terms only. -/
theorem naive_asymmetry (u v : BasisFn) :
    naive u v - naive v u = v.left.val 0 * kink u - u.left.val 0 * kink v := by
  have hs : kinetic u v = kinetic v u := by
    simp only [kinetic, Branch.kinetic, mul_comm]
  have h1 := kinetic_eq_naive_add_kink u v
  have h2 := kinetic_eq_naive_add_kink v u
  linarith

/-- If the second derivatives of both branches of `u` vanish and `naive u v` is nonzero, then the
quadratic expression in `t` with coefficients `naive u u`, `naive u v + naive v u` and `naive v v`
is negative for some real `t`. -/
theorem naive_energy_negative (u v : BasisFn) (hl : ∀ x, u.left.d2 x = 0)
    (hr : ∀ x, u.right.d2 x = 0) (h : naive u v ≠ 0) :
    ∃ t : ℝ, t ^ 2 * naive u u + t * (naive u v + naive v u) + naive v v < 0 := by
  have h0 : ∀ w : BasisFn, naive w u = 0 := fun w => by
    simp [naive, Branch.naive, hl, hr]
  obtain ⟨t, ht⟩ : ∃ t : ℝ, t * naive u v = -(naive v v + 1) :=
    ⟨_, div_mul_cancel₀ _ h⟩
  refine ⟨t, ?_⟩
  rw [h0 u, h0 v, mul_zero, add_zero, ht]
  linarith

/-- The quadratic branch `p + q x + r x²`. -/
def quad (p q r : ℝ) : Branch where
  val x := p + q * x + r * x ^ 2
  d1 x := q + 2 * r * x
  d2 _ := 2 * r
  hasDeriv x := by
    refine (((hasDerivAt_const x p).fun_add ((hasDerivAt_id' x).const_mul q)).fun_add
      ((hasDerivAt_pow 2 x).const_mul r)).congr_deriv ?_
    simp only [Nat.cast_ofNat, Nat.reduceSub]
    ring
  hasDeriv2 x := by
    refine ((hasDerivAt_const x q).fun_add
      ((hasDerivAt_id' x).const_mul (2 * r))).congr_deriv ?_
    ring
  cont := continuous_const

/-- The naive kinetic integral between two quadratic branches in closed form. -/
theorem quad_naive (a b p q r p' q' r' : ℝ) :
    Branch.naive a b (quad p q r) (quad p' q' r') =
      -(2 * r') * (p * (b - a) + q / 2 * (b ^ 2 - a ^ 2) + r / 3 * (b ^ 3 - a ^ 3)) := by
  have hF : ∀ x : ℝ, HasDerivAt
      (fun y : ℝ => -(2 * r') * (p * y + q / 2 * y ^ 2 + r / 3 * y ^ 3))
      (-((p + q * x + r * x ^ 2) * (2 * r'))) x := fun x => by
    refine (((((hasDerivAt_id' x).const_mul p).fun_add
      ((hasDerivAt_pow 2 x).const_mul (q / 2))).fun_add
      ((hasDerivAt_pow 3 x).const_mul (r / 3))).const_mul (-(2 * r'))).congr_deriv ?_
    simp only [Nat.cast_ofNat, Nat.reduceSub]
    ring
  have hc : Continuous fun x : ℝ => -((p + q * x + r * x ^ 2) * (2 * r')) := by fun_prop
  have h := intervalIntegral.integral_eq_sub_of_hasDerivAt
    (fun x _ => hF x) (hc.intervalIntegrable a b)
  refine h.trans ?_
  ring

/-- The tent function, with branches `1 + x` and `1 - x`. -/
def tent : BasisFn where
  left := quad 1 1 0
  right := quad 1 (-1) 0
  matched := by norm_num [quad]
  zero_left := by norm_num [quad]
  zero_right := by norm_num [quad]

/-- The parabola, with `1 - x²` on both branches. -/
def parabola : BasisFn where
  left := quad 1 0 (-1)
  right := quad 1 0 (-1)
  matched := rfl
  zero_left := by norm_num [quad]
  zero_right := by norm_num [quad]

/-- The two basis functions are `1 - |x|` and `1 - x²`. -/
theorem basis_apply (x : ℝ) :
    tent.toFun x = 1 - |x| ∧ parabola.toFun x = 1 - x ^ 2 := by
  constructor
  · by_cases h : x ≤ 0
    · simp only [toFun, if_pos h, tent, quad, abs_of_nonpos h]
      ring
    · simp only [toFun, if_neg h, tent, quad, abs_of_pos (not_le.1 h)]
      ring
  · simp only [toFun, parabola, ite_self, quad]
    ring

/-- The basis made of the tent and the parabola. -/
def basis : Fin 2 → BasisFn := ![tent, parabola]

/-- The matrix of piecewise integrals of `-f_i f_j''`. -/
def naiveMatrix : Matrix (Fin 2) (Fin 2) ℝ := fun i j => naive (basis i) (basis j)

/-- The matrix of integrals of `f_i' f_j'`. -/
def kineticMatrix : Matrix (Fin 2) (Fin 2) ℝ := fun i j => kinetic (basis i) (basis j)

/-- The symmetric part of a real matrix. -/
def symPart (A : Matrix (Fin 2) (Fin 2) ℝ) : Matrix (Fin 2) (Fin 2) ℝ :=
  (1 / 2 : ℝ) • (A + Aᵀ)

/-- The entries of the naive matrix. -/
theorem naiveMatrix_eq : naiveMatrix = !![0, 2; 0, 8 / 3] := by
  ext i j
  fin_cases i <;> fin_cases j <;>
    norm_num [naiveMatrix, basis, naive, tent, parabola, quad_naive]

/-- The entries of the kinetic matrix. -/
theorem kineticMatrix_eq : kineticMatrix = !![2, 2; 2, 8 / 3] := by
  have hN : ∀ i j, naive (basis i) (basis j) =
      (!![0, 2; 0, 8 / 3] : Matrix (Fin 2) (Fin 2) ℝ) i j :=
    fun i j => congrFun (congrFun naiveMatrix_eq i) j
  have hv : ∀ i, (basis i).left.val 0 = 1 := by
    intro i
    fin_cases i <;> norm_num [basis, tent, parabola, quad]
  have hk : ∀ j, kink (basis j) = (![2, 0] : Fin 2 → ℝ) j := by
    intro j
    fin_cases j <;> norm_num [basis, kink, tent, parabola, quad]
  ext i j
  -- only the tent column receives a kink term
  change kinetic (basis i) (basis j) = _
  rw [kinetic_eq_naive_add_kink, hN, hv, hk]
  fin_cases i <;> fin_cases j <;> norm_num

/-- For `1 - |x|` and `1 - x²` the naive matrix is not symmetric, its symmetric part has the
eigenvalue `-1/3` with eigenvector `(3, -1)`, and the kinetic matrix is positive definite. -/
theorem naive_symmetrization_fails :
    ¬ naiveMatrix.IsSymm ∧
    symPart naiveMatrix *ᵥ ![3, -1] = (-1 / 3 : ℝ) • ![3, -1] ∧
    kineticMatrix.PosDef := by
  rw [naiveMatrix_eq, kineticMatrix_eq]
  refine ⟨fun h => ?_, ?_, ?_⟩
  · have h01 := h.apply 0 1
    norm_num at h01
  · ext i
    fin_cases i <;>
      norm_num [symPart, Matrix.mulVec, dotProduct, Fin.sum_univ_succ, Matrix.transpose_apply]
  · rw [Matrix.posDef_iff_dotProduct_mulVec]
    refine ⟨by ext i j; fin_cases i <;> fin_cases j <;> simp, fun x hx => ?_⟩
    -- complete the square
    have hq : star x ⬝ᵥ ((!![2, 2; 2, 8 / 3] : Matrix (Fin 2) (Fin 2) ℝ) *ᵥ x) =
        2 * (x 0 + x 1) ^ 2 + 2 / 3 * x 1 ^ 2 := by
      simp [Matrix.mulVec, dotProduct, Fin.sum_univ_two]
      ring
    rw [hq]
    by_cases h1 : x 1 = 0
    · have h0 : x 0 ≠ 0 := fun h0 => hx (by ext i; fin_cases i <;> simp [h0, h1])
      rw [h1, add_zero]
      positivity
    · have h1' : x 1 ≠ 0 := h1
      positivity

end APWloKink
```

```lean
#print axioms APWloKink.naive_asymmetry
#print axioms APWloKink.naive_energy_negative
#print axioms APWloKink.basis_apply
#print axioms APWloKink.naive_symmetrization_fails
```

```
'APWloKink.naive_asymmetry' depends on axioms: [propext, Classical.choice, Quot.sound]
'APWloKink.naive_energy_negative' depends on axioms: [propext, Classical.choice, Quot.sound]
'APWloKink.basis_apply' depends on axioms: [propext, Classical.choice, Quot.sound]
'APWloKink.naive_symmetrization_fails' depends on axioms: [propext, Classical.choice, Quot.sound]
```

## Branches, boundary conditions and the reach of the model

A `Branch` holds a function and its first two derivatives on all of $\mathbb R$, the second continuous. A `BasisFn` joins two branches that agree at $0$ and vanish at the outer ends; their slopes at $0$ are free. `naive` and `kinetic` are $N(u,v)$ and $K(u,v)$, and `kink` is $\kappa$, left slope minus right. `basis_apply` confirms that `tent` and `parabola` are $f_0$ and $f_1$.

`naive_symmetrization_fails` states the asymmetry, the eigenvector equation and positive definiteness. `naive_energy_negative` states that a quadratic expression in $t$ is negative for some $t$; by bilinearity of $N$, that expression is $N(tu+v,tu+v)$.

The proof turns on `intervalIntegral.integral_eq_sub_of_hasDerivAt`, the fundamental theorem of calculus. It takes a derivative at each point and integrability of that derivative, and returns the difference of endpoint values. In `branch_green` it is applied to $uv'$, with integrability supplied by continuity; in `quad_naive` it is applied to an explicit cubic antiderivative. `kinetic_eq_naive_add_kink` adds the two halves, and `kineticMatrix_eq` uses it to obtain $K$ from $N$. The final theorem checks the eigenvector by components and completes the square.

The end conditions matter. Take $u=1$, which does not vanish at $\pm1$, and $v=1-x^2$. Then $K(u,v)=0$ and $\kappa(v)=0$, but $N(u,v)=4$, so the kink identity fails: the outer boundary terms are missing.

The model has no potential, no overlap matrix and no spherical geometry, and it omits the factor $\hbar^2/2m$. The value $-1/3$ is therefore an eigenvalue of a coefficient matrix, not an energy level.
